# Bounds on a finite sum-over-states polarizability under a scissors shift

An electronic-structure calculation with a local or semilocal density functional usually gives excitation gaps that are too small, and hence a static polarizability that tends to be too large. A common remedy is the scissors shift: all empty levels are raised rigidly by one energy d, which stands for the missing part of the gap. How far can the polarizability fall, if only a few sums from the uncorrected calculation are at hand?

Label the transitions by k, with gaps e_k > 0 and strengths s_k > 0. In atomic units s_k is the squared dipole matrix element along the field. It is not the oscillator strength, which is 2 e_k s_k. Forbidden transitions, with s_k = 0, add nothing to the sums below and are left out of the list. The polarizability, usually written α, is here a function of the shift:

a(d) = 2 Σ s_k/(e_k + d).

Two effective gaps are built from unshifted data:

m = 2 Σ s_k / a(0),  μ = a(0) / (2 Σ s_k/e_k²).

The mean gap m is the harmonic mean of the gaps with weights s_k. The name "response gap" for μ is local to this text; μ sets the first response of a to the shift. For finitely many transitions, at least one, and every d ≥ 0,

a(0) μ/(μ+d) ≤ a(d) ≤ a(0) m/(m+d).

For independent transitions with fixed dipole strengths, this brackets the effect of a scissors correction using only a(0), Σ s_k and Σ s_k/e_k².

## Expanding around an effective gap

**Upper bound.** For one transition with gap e,

m/((m+d)e) − 1/(e+d) = −d(e−m)/((m+d)e(e+d)).

Since m+d = (e+d) − (e−m), we have

1/(e+d) = 1/(m+d) − (e−m)/((m+d)(e+d)).

Inserting this on the right gives

m/((m+d)e) − 1/(e+d) = −d(e−m)/((m+d)²e) + d(e−m)²/((m+d)²e(e+d)).

Multiply by 2s_k and sum. The linear part contains Σ s_k(e_k−m)/e_k = Σ s_k − m Σ s_k/e_k, which vanishes by the definition of m. What remains is

a(0) m/(m+d) − a(d) = (2d/(m+d)²) Σ s_k(e_k−m)²/(e_k(e_k+d)) ≥ 0.

For d > 0 this is zero exactly when every gap equals m.

**Lower bound.** In the same way,

1/(e+d) − μ/((μ+d)e) = d(e−μ)/((μ+d)e(e+d)).

Now use

e/(e+d) = μ/(μ+d) + d(e−μ)/((μ+d)(e+d)),

so that the right side becomes

dμ(e−μ)/((μ+d)²e²) + d²(e−μ)²/((μ+d)²e²(e+d)).

After summation the linear part contains Σ s_k/e_k − μ Σ s_k/e_k² = 0, and

a(d) − a(0) μ/(μ+d) = (2d²/(μ+d)²) Σ s_k(e_k−μ)²/(e_k²(e_k+d)) ≥ 0.

**Lowest gap.** If e_1 is the smallest gap, then Σ s_k/e_k = Σ e_k s_k/e_k² ≥ e_1 Σ s_k/e_k², so e_1 ≤ μ. Because x/(x+d) does not decrease with x > 0, the simpler lower bound a(0) e_1/(e_1+d) follows.

**Small and large shifts.** Differentiation gives a′(0) = −2 Σ s_k/e_k² = −a(0)/μ, which is also the slope of the lower bound at d = 0. At large d, each d s_k/(e_k+d) = s_k − s_k e_k/(e_k+d) tends to s_k. Hence d a(d) tends to 2 Σ s_k = a(0)m, as does d times the upper bound.

## Two transitions with numbers

Take gaps 1 and 3 with strengths 1 and 3, in consistent units. Then

a(0) = 2(1 + 1) = 4,  m = 8/4 = 2,  μ = 4/(2(1 + 1/3)) = 3/2.

For d = 1 the shifted value is a(1) = 2(1/2 + 3/4) = 2.5. The lower bound is 4 · 1.5/2.5 = 2.4 and the upper bound is 4 · 2/3 ≈ 2.67. The lowest gap alone would give the weaker lower bound 4 · 1/2 = 2.

## Transitions, polarizability and effective gaps in Lean

The transitions are indexed by a finite type `ι`, and `s` and `e` are real functions on it. No ordering of the gaps is assumed, and degenerate gaps are allowed.

```lean
import Mathlib

open Filter Topology

namespace ScissorsPolarizability

noncomputable section

variable {ι : Type*} [Fintype ι] {s e : ι → ℝ} {d : ℝ}
```

The polarizability takes the shift as its last argument, so a(0) is `polarizability s e 0`.

```lean
/-- Static polarizability `a(d) = 2 ∑ s_k / (e_k + d)` after all gaps `e_k` are shifted by `d`,
for shifts with every `e_k + d` nonzero. -/
def polarizability (s e : ι → ℝ) (d : ℝ) : ℝ := 2 * ∑ k, s k / (e k + d)
```

The two effective gaps are definitions, computed from the strengths and the unshifted gaps.

```lean
/-- Mean gap `m = 2 ∑ s_k / a(0)`, for nonzero gaps and nonzero unshifted polarizability. -/
def meanGap (s e : ι → ℝ) : ℝ := 2 * (∑ k, s k) / polarizability s e 0

/-- Response gap `μ = a(0) / (2 ∑ s_k / e_k ^ 2)`, for nonzero gaps and a nonzero sum in the
denominator. -/
def responseGap (s e : ι → ℝ) : ℝ := polarizability s e 0 / (2 * ∑ k, s k / e k ^ 2)
```

## Positivity and the two sum rules

The hypotheses `hs` and `he` say that all strengths and gaps are positive, and `Nonempty ι` supplies at least one transition. Every term of a(d) is then positive, and so is the sum.

```lean
/-- With positive strengths and gaps, the polarizability is positive at every shift `d ≥ 0`. -/
theorem polarizability_pos [Nonempty ι] (hs : ∀ k, 0 < s k) (he : ∀ k, 0 < e k) (hd : 0 ≤ d) :
    0 < polarizability s e d :=
  mul_pos two_pos (Finset.sum_pos (fun k _ => div_pos (hs k) (by linarith [he k]))
    Finset.univ_nonempty)
```

The next two theorems record that m and μ are positive, together with the identities that cancel the linear parts. Each identity is its definition multiplied through by a nonzero denominator.

```lean
/-- For positive strengths and gaps, the mean gap is positive and `a(0) m` is twice the total
strength. -/
theorem meanGap_spec [Nonempty ι] (hs : ∀ k, 0 < s k) (he : ∀ k, 0 < e k) :
    0 < meanGap s e ∧ polarizability s e 0 * meanGap s e = 2 * ∑ k, s k := by
  have ha := polarizability_pos hs he le_rfl
  have hS : 0 < ∑ k, s k := Finset.sum_pos (fun k _ => hs k) Finset.univ_nonempty
  refine ⟨div_pos (mul_pos two_pos hS) ha, ?_⟩
  rw [mul_comm]
  exact div_mul_cancel₀ _ ha.ne'

/-- For positive strengths and gaps, the response gap `μ` is positive and
`a(0) = 2 μ ∑ s_k / e_k ^ 2`. -/
theorem responseGap_spec [Nonempty ι] (hs : ∀ k, 0 < s k) (he : ∀ k, 0 < e k) :
    0 < responseGap s e ∧
      polarizability s e 0 = responseGap s e * (2 * ∑ k, s k / e k ^ 2) := by
  have hT : 0 < 2 * ∑ k, s k / e k ^ 2 := mul_pos two_pos
    (Finset.sum_pos (fun k _ => div_pos (hs k) (pow_pos (he k) 2)) Finset.univ_nonempty)
  exact ⟨div_pos (polarizability_pos hs he le_rfl) hT, (div_mul_cancel₀ _ hT.ne').symm⟩
```

The comparison with the lowest gap is stated for any positive `g` below all gaps; e_1 is the largest such choice. The `calc` block is the termwise inequality used by hand.

```lean
/-- For positive strengths, a positive lower bound `g` on all gaps is also a lower bound on the
response gap. -/
theorem lowest_gap_le_responseGap [Nonempty ι] {g : ℝ} (hs : ∀ k, 0 < s k) (hg : 0 < g)
    (hge : ∀ k, g ≤ e k) : g ≤ responseGap s e := by
  have he : ∀ k, 0 < e k := fun k => hg.trans_le (hge k)
  have hT : 0 < 2 * ∑ k, s k / e k ^ 2 := mul_pos two_pos
    (Finset.sum_pos (fun k _ => div_pos (hs k) (pow_pos (he k) 2)) Finset.univ_nonempty)
  have h : g * ∑ k, s k / e k ^ 2 ≤ ∑ k, s k / (e k + 0) := by
    rw [Finset.mul_sum]
    refine Finset.sum_le_sum fun k _ => ?_
    have hk := he k
    calc g * (s k / e k ^ 2) ≤ e k * (s k / e k ^ 2) :=
          mul_le_mul_of_nonneg_right (hge k) (div_pos (hs k) (pow_pos hk 2)).le
      _ = s k / (e k + 0) := by
          rw [add_zero]
          field_simp
  rw [responseGap, le_div_iff₀ hT, polarizability]
  linarith
```

## The exact errors as sums of squares

In the first error formula, `generalize` replaces the mean gap by a plain variable `m` and keeps only its positivity and its sum rule, `key`. The statement `term` is the one-transition expansion, checked by clearing denominators, and `hsum` is its sum over all transitions. The final `linear_combination` uses `key` to remove the linear part.

```lean
/-- Exact error of the mean-gap estimate `a(0) m / (m + d)` at a shift `d ≥ 0`, for positive
strengths and gaps: a weighted sum of squared deviations of the gaps from `m`. -/
theorem meanGap_error [Nonempty ι] (hs : ∀ k, 0 < s k) (he : ∀ k, 0 < e k) (hd : 0 ≤ d) :
    polarizability s e 0 * (meanGap s e / (meanGap s e + d)) - polarizability s e d =
      2 * d / (meanGap s e + d) ^ 2 *
        ∑ k, s k * (e k - meanGap s e) ^ 2 / (e k * (e k + d)) := by
  obtain ⟨hm, key⟩ := meanGap_spec hs he
  generalize meanGap s e = m at hm key ⊢
  have hmd : m + d ≠ 0 := by positivity
  -- expansion of one transition around the mean gap, with exact remainder
  have term : ∀ k, s k / (e k + d) = m / (m + d) * (s k / (e k + 0))
      + d / (m + d) ^ 2 * (s k - m * (s k / (e k + 0)))
      - d / (m + d) ^ 2 * (s k * (e k - m) ^ 2 / (e k * (e k + d))) := by
    intro k
    have hk := he k
    have hkd : e k + d ≠ 0 := by positivity
    rw [add_zero]
    field_simp
    ring
  have hsum : ∑ k, s k / (e k + d) = m / (m + d) * ∑ k, s k / (e k + 0)
      + d / (m + d) ^ 2 * (∑ k, s k - m * ∑ k, s k / (e k + 0))
      - d / (m + d) ^ 2 * ∑ k, s k * (e k - m) ^ 2 / (e k * (e k + d)) := by
    simp only [Finset.mul_sum, ← Finset.sum_sub_distrib, ← Finset.sum_add_distrib]
    exact Finset.sum_congr rfl fun k _ => term k
  -- the linear part cancels by the sum rule for `m`
  unfold polarizability at key ⊢
  linear_combination (-2) * hsum + d / (m + d) ^ 2 * key
```

The second formula has the same structure, with μ written as `u` in the proof. Its prefactor contains d² where the first has d.

```lean
/-- Exact error of the response-gap estimate `a(0) μ / (μ + d)` at a shift `d ≥ 0`, for positive
strengths and gaps: a weighted sum of squared deviations of the gaps from `μ`. -/
theorem responseGap_error [Nonempty ι] (hs : ∀ k, 0 < s k) (he : ∀ k, 0 < e k) (hd : 0 ≤ d) :
    polarizability s e d - polarizability s e 0 * (responseGap s e / (responseGap s e + d)) =
      2 * d ^ 2 / (responseGap s e + d) ^ 2 *
        ∑ k, s k * (e k - responseGap s e) ^ 2 / (e k ^ 2 * (e k + d)) := by
  obtain ⟨hu, key⟩ := responseGap_spec hs he
  generalize responseGap s e = u at hu key ⊢
  have hud : u + d ≠ 0 := by positivity
  -- expansion of one transition in the inverse gap, with exact remainder
  have term : ∀ k, s k / (e k + d) = u / (u + d) * (s k / (e k + 0))
      - d * u / (u + d) ^ 2 * (u * (s k / e k ^ 2) - s k / (e k + 0))
      + d ^ 2 / (u + d) ^ 2 * (s k * (e k - u) ^ 2 / (e k ^ 2 * (e k + d))) := by
    intro k
    have hk := he k
    have hkd : e k + d ≠ 0 := by positivity
    rw [add_zero]
    field_simp
    ring
  have hsum : ∑ k, s k / (e k + d) = u / (u + d) * ∑ k, s k / (e k + 0)
      - d * u / (u + d) ^ 2 * (u * ∑ k, s k / e k ^ 2 - ∑ k, s k / (e k + 0))
      + d ^ 2 / (u + d) ^ 2 * ∑ k, s k * (e k - u) ^ 2 / (e k ^ 2 * (e k + d)) := by
    simp only [Finset.mul_sum, ← Finset.sum_sub_distrib, ← Finset.sum_add_distrib]
    exact Finset.sum_congr rfl fun k _ => term k
  unfold polarizability at key ⊢
  linear_combination 2 * hsum + d * u / (u + d) ^ 2 * key
```

## The bounds and the case of equality

Each inequality is rewritten as the nonnegativity of a difference, and the matching error formula turns that difference into a nonnegative prefactor times a sum of nonnegative terms.

```lean
/-- For positive strengths and gaps and a scissors shift `d ≥ 0`, the shifted polarizability lies
between `a(0) μ / (μ + d)` and `a(0) m / (m + d)`. -/
theorem scissors_bounds [Nonempty ι] (hs : ∀ k, 0 < s k) (he : ∀ k, 0 < e k) (hd : 0 ≤ d) :
    polarizability s e 0 * (responseGap s e / (responseGap s e + d)) ≤ polarizability s e d ∧
      polarizability s e d ≤ polarizability s e 0 * (meanGap s e / (meanGap s e + d)) := by
  constructor
  · rw [← sub_nonneg, responseGap_error hs he hd]
    refine mul_nonneg (by positivity) (Finset.sum_nonneg fun k _ => ?_)
    have h1 := hs k
    have h2 := he k
    positivity
  · rw [← sub_nonneg, meanGap_error hs he hd]
    refine mul_nonneg (by positivity) (Finset.sum_nonneg fun k _ => ?_)
    have h1 := hs k
    have h2 := he k
    positivity
```

This theorem concerns a finite list of independent transitions. Applying it to a material requires two physical assumptions: that the response is a sum over independent transitions, and that the corrected spectrum really is the old one with every gap raised by the same d and every s_k unchanged. Level-dependent corrections, local-field effects and electron–hole interaction violate this. So does a convention that holds the oscillator strengths fixed instead of the dipole matrix elements.

For d > 0, equality in the upper bound makes the sum of squares vanish. A sum of nonnegative terms is zero only if each term is zero, and a gap different from m would give a positive term. Conversely, if all gaps equal m, the error is zero. With a single transition this always happens.

```lean
/-- For positive strengths and gaps and a shift `d > 0`, the upper bound is attained exactly when
every gap equals the mean gap. -/
theorem upper_bound_eq_iff [Nonempty ι] (hs : ∀ k, 0 < s k) (he : ∀ k, 0 < e k) (hd : 0 < d) :
    polarizability s e d = polarizability s e 0 * (meanGap s e / (meanGap s e + d)) ↔
      ∀ k, e k = meanGap s e := by
  have herr := meanGap_error hs he hd.le
  have hm := (meanGap_spec hs he).1
  constructor
  · intro heq k
    have hpre : 2 * d / (meanGap s e + d) ^ 2 ≠ 0 := by positivity
    rw [heq, sub_self] at herr
    have hzero := (mul_eq_zero.mp herr.symm).resolve_left hpre
    have hk := (Finset.sum_eq_zero_iff_of_nonneg (fun j _ => by
      have h1 := hs j
      have h2 := he j
      positivity)).mp hzero k (Finset.mem_univ k)
    -- a gap away from the mean would give a strictly positive term
    by_contra hne
    have h1 := hs k
    have h2 := he k
    have h3 := sub_ne_zero.mpr hne
    have hpos : 0 < s k * (e k - meanGap s e) ^ 2 / (e k * (e k + d)) := by positivity
    exact hpos.ne' hk
  · intro h
    have hzero : ∑ k, s k * (e k - meanGap s e) ^ 2 / (e k * (e k + d)) = 0 :=
      Finset.sum_eq_zero fun k _ => by rw [sub_eq_zero.mpr (h k)]; simp
    rw [hzero, mul_zero] at herr
    linarith
```

## Behaviour at small and large shifts

`HasDerivAt` states both that the derivative at zero shift exists and what it equals. It is a two-sided derivative, which makes sense because positive gaps stay positive under a small negative shift. The proof applies the quotient rule to each term, adds the results, and uses the sum rule for μ to write the slope as −a(0)/μ.

```lean
/-- For positive strengths and gaps, the slope of the polarizability at zero shift is
`-a(0) / μ`. -/
theorem hasDerivAt_zero_shift [Nonempty ι] (hs : ∀ k, 0 < s k) (he : ∀ k, 0 < e k) :
    HasDerivAt (polarizability s e) (-(polarizability s e 0 / responseGap s e)) 0 := by
  obtain ⟨hu, key⟩ := responseGap_spec hs he
  have h : ∀ k ∈ Finset.univ,
      HasDerivAt (fun x : ℝ => s k / (e k + x)) (-(s k / e k ^ 2)) 0 := by
    intro k _
    have h1 : HasDerivAt (fun x : ℝ => e k + x) 1 0 := (hasDerivAt_id' (0 : ℝ)).const_add (e k)
    have h2 := (hasDerivAt_const (0 : ℝ) (s k)).fun_div h1 (by simpa using (he k).ne')
    refine h2.congr_deriv ?_
    simp only [add_zero]
    ring
  refine ((HasDerivAt.fun_sum h).const_mul 2).congr_deriv ?_
  rw [key, mul_div_cancel_left₀ _ hu.ne', Finset.sum_neg_distrib]
  ring
```

The last theorem gives the large-shift limit. For each transition the proof uses the splitting s_k − s_k e_k/(e_k+x), where `x` is the shift, and shows that the second part tends to zero. Summing the limits gives 2 Σ s_k, which `meanGap_spec` identifies with a(0)m.

```lean
/-- For positive strengths and gaps, `d a(d)` tends to `a(0) m` as the shift `d` grows. -/
theorem tendsto_large_shift [Nonempty ι] (hs : ∀ k, 0 < s k) (he : ∀ k, 0 < e k) :
    Tendsto (fun x => x * polarizability s e x) atTop
      (𝓝 (polarizability s e 0 * meanGap s e)) := by
  have h : ∀ k, Tendsto (fun x : ℝ => x * (s k / (e k + x))) atTop (𝓝 (s k)) := by
    intro k
    have h1 := ((tendsto_atTop_add_const_left atTop (e k) tendsto_id).const_div_atTop
      (s k * e k)).const_sub (s k)
    rw [sub_zero] at h1
    refine h1.congr' ?_
    filter_upwards [eventually_ge_atTop (0 : ℝ)] with x hx
    have hk := he k
    have h2 : (e k + x) * (e k + x)⁻¹ = 1 := mul_inv_cancel₀ (by positivity)
    show s k - s k * e k / (e k + x) = x * (s k / (e k + x))
    linear_combination (-(s k)) * h2
  rw [(meanGap_spec hs he).2]
  refine ((tendsto_finsetSum Finset.univ fun k _ => h k).const_mul 2).congr fun x => ?_
  rw [polarizability, ← Finset.mul_sum]
  ring

end

end ScissorsPolarizability
```

```lean
#print axioms ScissorsPolarizability.scissors_bounds
-- 'ScissorsPolarizability.scissors_bounds' depends on axioms: [propext, Classical.choice, Quot.sound]
#print axioms ScissorsPolarizability.upper_bound_eq_iff
-- 'ScissorsPolarizability.upper_bound_eq_iff' depends on axioms: [propext, Classical.choice, Quot.sound]
#print axioms ScissorsPolarizability.hasDerivAt_zero_shift
-- 'ScissorsPolarizability.hasDerivAt_zero_shift' depends on axioms: [propext, Classical.choice, Quot.sound]
#print axioms ScissorsPolarizability.tendsto_large_shift
-- 'ScissorsPolarizability.tendsto_large_shift' depends on axioms: [propext, Classical.choice, Quot.sound]
```
